# Fock states of finitely many fermionic modes are orthonormal

Take one fermionic mode with annihilator $a$, creator $c=a^\dagger$ and $ac+ca=1$, and a unit vector $v$ with $av=0$. Two states can be built, $v$ and $cv$. The second has norm one, because

$$\langle cv,cv\rangle=\langle v,acv\rangle=\langle v,v-cav\rangle=\langle v,v\rangle=1 .$$

The two are orthogonal because the occupation operator $n=ca$ tells them apart. It gives $nv=0$, and $ncv=c(v-cav)=cv$. Since $n$ is symmetric,

$$\langle v,cv\rangle=\langle v,ncv\rangle=\langle nv,cv\rangle=0 .$$

With $M$ modes the argument is the same, applied one mode at a time. Two different sets of occupied modes differ in at least one mode, and the occupation operator of that mode separates the two states.

## Modes, creators and the vacuum

The states live in a complex inner-product space $E$, which need not be complete or finite-dimensional. The modes are numbered $0,\dots,M-1$, the elements of `Fin M`.

```lean
import Mathlib

open scoped InnerProductSpace

namespace FockStates

noncomputable section

variable {E : Type*} [NormedAddCommGroup E] [InnerProductSpace ℂ E] {M : ℕ}
```

Each mode $p$ has an annihilator $a_p$ and a creator $c_p$, both linear maps defined on all of $E$. They are required to satisfy

$$a_pa_q+a_qa_p=0,\qquad a_pc_q+c_qa_p=\delta_{pq},\qquad \langle c_px,y\rangle=\langle x,a_py\rangle .$$

```lean
/-- Annihilators `a p` and creators `c p` of `M` fermionic modes: the annihilators anticommute,
`a p` and `c q` have anticommutator `δ_pq`, and `c p` is adjoint to `a p`. -/
structure IsFermionic (a c : Fin M → E →ₗ[ℂ] E) : Prop where
  ann_ann : ∀ p q x, a p (a q x) + a q (a p x) = 0
  ann_cre : ∀ p q x, a p (c q x) + c q (a p x) = if p = q then x else 0
  adj : ∀ p x y, ⟪c p x, y⟫_ℂ = ⟪x, a p y⟫_ℂ
```

The three fields of `IsFermionic` are these three relations, each written out on vectors. The $\delta_{pq}$ in the second says that the modes come from orthonormal one-particle orbitals; non-orthogonal orbitals would put their overlap matrix in its place. The inner product `⟪x, y⟫_ℂ` is conjugate-linear in its first argument, as in Dirac notation.

A string of creators is applied to $v$ from the right, as an operator product is read:

$$c_{p_1}c_{p_2}\cdots c_{p_k}v .$$

```lean
/-- The creators of a list of modes applied to `v`, the last one in the list acting first. -/
def createAll (c : Fin M → E →ₗ[ℂ] E) (v : E) : List (Fin M) → E
  | [] => v
  | p :: l => c p (createAll c v l)
```

The list `[p₁, …, pₖ]` stands for this product, and the empty list returns $v$ itself. Repeated modes are allowed at this stage.

For a set of modes $S=\{p_1<p_2<\dots<p_k\}$ the Fock state is

$$c_Sv=c_{p_1}c_{p_2}\cdots c_{p_k}v .$$

```lean
/-- The Fock state `c_S v`: the product of the creators of the modes in `S`, written in
increasing order, applied to `v`. -/
def fockState (c : Fin M → E →ₗ[ℂ] E) (v : E) (S : Finset (Fin M)) : E :=
  createAll c v (S.sort (· ≤ ·))
```

Sorting the set fixes the sign of the state, since exchanging two creators changes it. The creator with the largest index acts first. When $v$ is the normalised state with no electrons at all, $c_Sv$ is, in electronic-structure language, the Slater determinant with the orbitals in $S$ occupied.

The vacuum is not part of the definition. The theorems that need it assume that $a_pv=0$ for every $p$ (`hvac`), meaning that $v$ contains no particle in any of the $M$ modes, and, where norms matter, that $\|v\|=1$ (`hv`).

## Anticommuting creators and symmetric occupation operators

The relation between two creators was not listed, because it follows from adjointness. For all $x$ and $y$,

$$\langle (c_pc_q+c_qc_p)x,\,y\rangle=\langle x,\,(a_qa_p+a_pa_q)y\rangle=0 ,$$

and a vector whose inner product with every $y$ vanishes is zero.

```lean
variable {a c : Fin M → E →ₗ[ℂ] E} {v : E}

/-- The creators of fermionic modes anticommute. -/
theorem IsFermionic.cre_cre (h : IsFermionic a c) (p q : Fin M) (x : E) :
    c p (c q x) + c q (c p x) = 0 := by
  -- move both creators to the other side of an arbitrary inner product
  refine ext_inner_right ℂ fun y => ?_
  rw [inner_add_left, h.adj, h.adj, h.adj, h.adj, ← inner_add_right, h.ann_ann,
    inner_zero_right, inner_zero_left]
```

The lemma `ext_inner_right` supplies the arbitrary $y$. Four uses of `h.adj` then move the four creators across, and `h.ann_ann` finishes the calculation. For $p=q$ the result reads $2c_p^2=0$, which is the Pauli principle.

The occupation operator $n_q=c_qa_q$ can be moved from one side of the inner product to the other, through a form that treats both sides alike:

$$\langle c_qa_qx,y\rangle=\langle a_qx,a_qy\rangle=\langle x,c_qa_qy\rangle .$$

```lean
/-- The occupation operator `c_q a_q` of a fermionic mode is symmetric. -/
theorem IsFermionic.number_symm (h : IsFermionic a c) (q : Fin M) (x y : E) :
    ⟪c q (a q x), y⟫_ℂ = ⟪x, c q (a q y)⟫_ℂ := by
  rw [h.adj, ← inner_conj_symm (a q x) (a q y), ← h.adj, inner_conj_symm]
```

The first equality is the adjoint relation as assumed. The second is the same relation read from the other side, which is why the proof takes a complex conjugate with `inner_conj_symm` and later undoes it.

## Counting the particles in a string

Let $w$ be a string of creators applied to $v$. The claim is that $n_qw=w$ if $q$ occurs in the string and $n_qw=0$ if it does not. For the empty string, $n_qv=c_qa_qv=0$. Suppose the claim holds for $w$, and put one more creator $c_p$ in front. If $p=q$,

$$c_qa_qc_qw=c_q(w-c_qa_qw)=c_qw-c_q^2a_qw=c_qw .$$

If $p\neq q$, moving $c_p$ to the left past $a_q$ and then past $c_q$ gives two minus signs, which cancel:

$$c_qa_qc_pw=-c_qc_pa_qw=c_pc_qa_qw=c_p(n_qw) .$$

By the assumption on $w$ this is $c_pw$ or $0$, according to whether $q$ occurs in $w$.

```lean
/-- If all annihilators kill `v`, a string of creators applied to `v` is reproduced by the
occupation operator `c_q a_q` when `q` occurs in the string, and is sent to zero otherwise. -/
theorem number_createAll (h : IsFermionic a c) (hvac : ∀ p, a p v = 0) (q : Fin M)
    (l : List (Fin M)) :
    c q (a q (createAll c v l)) = if q ∈ l then createAll c v l else 0 := by
  induction l with
  | nil => simp [createAll, hvac]
  | cons p l ih =>
    by_cases hqp : q = p
    · -- same mode: `c a c = c`, because `c c = 0`
      subst hqp
      have h1 := h.ann_cre q q (createAll c v l)
      rw [if_pos rfl] at h1
      have h2 := h.cre_cre q q (a q (createAll c v l))
      rw [← two_smul ℂ] at h2
      have h3 := (smul_eq_zero.mp h2).resolve_left two_ne_zero
      have h4 := eq_sub_of_add_eq h1
      simp [createAll, h4, h3]
    · -- different modes: two sign changes cancel
      have h1 := h.ann_cre q p (createAll c v l)
      rw [if_neg hqp] at h1
      have h2 := eq_neg_of_add_eq_zero_left h1
      have h3 := eq_neg_of_add_eq_zero_left (h.cre_cre q p (a q (createAll c v l)))
      simp only [createAll, h2, map_neg, h3, neg_neg, ih, List.mem_cons, hqp, false_or]
      split_ifs <;> simp
```

The proof is an induction on the list, with a case distinction on `q = p`. In the first case `h4` is $a_qc_qw=w-c_qa_qw$ and `h3` is $c_q^2a_qw=0$; the induction hypothesis is not needed. In the second case `h2` and `h3` are the two sign changes, and `ih` is the assumption on the shorter string. The statement also holds for a string with a repeated mode, which is the zero vector.

## Normalisation

Now let the modes in the string be distinct. When $c_p$ is added to $w$, mode $p$ is still empty, so $c_pa_pw=0$ and therefore $a_pc_pw=w$. Hence

$$\|c_pw\|^2=\langle w,a_pc_pw\rangle=\langle w,w\rangle=\|w\|^2 .$$

Starting from $\|v\|=1$, every such string has norm one, with no factor to divide out.

```lean
/-- If all annihilators kill the unit vector `v`, creators of pairwise distinct modes
applied to `v` give a unit vector. -/
theorem norm_createAll (h : IsFermionic a c) (hvac : ∀ p, a p v = 0) (hv : ‖v‖ = 1)
    (l : List (Fin M)) (hl : l.Nodup) : ‖createAll c v l‖ = 1 := by
  induction l with
  | nil => exact hv
  | cons p l ih =>
    obtain ⟨hp, hl'⟩ := List.nodup_cons.mp hl
    -- the mode `p` is still empty, so `a_p c_p` acts as the identity
    have h1 := h.ann_cre p p (createAll c v l)
    rw [if_pos rfl, number_createAll h hvac, if_neg hp, add_zero] at h1
    have key : ⟪c p (createAll c v l), c p (createAll c v l)⟫_ℂ
        = ⟪createAll c v l, createAll c v l⟫_ℂ := by
      rw [h.adj, h1]
    change ‖c p (createAll c v l)‖ = 1
    rw [norm_eq_sqrt_re_inner (𝕜 := ℂ), key, ← norm_eq_sqrt_re_inner (𝕜 := ℂ), ih hl']
```

The hypothesis `l.Nodup` says that no mode is repeated. It splits into the statement that `p` is absent from the rest of the list, which makes `h1` reduce to $a_pc_pw=w$, and the same condition on the rest, which feeds the induction. The equation `key` is the displayed calculation in terms of inner products.

## Occupation numbers of a Fock state

For the sorted string of a set $S$, the counting rule reads

$$n_q\,c_Sv=\begin{cases}c_Sv,&q\in S,\\0,&q\notin S.\end{cases}$$

```lean
/-- If all annihilators kill `v`, the occupation operator `c_q a_q` multiplies the Fock state
`c_S v` by one when `q` lies in `S` and by zero otherwise. -/
theorem number_fockState (h : IsFermionic a c) (hvac : ∀ p, a p v = 0) (q : Fin M)
    (S : Finset (Fin M)) :
    c q (a q (fockState c v S)) = if q ∈ S then fockState c v S else 0 := by
  have h1 := number_createAll h hvac q (S.sort (· ≤ ·))
  simpa only [fockState, Finset.mem_sort] using h1
```

All that is added to the rule for strings is that a mode lies in the sorted list exactly when it lies in $S$.

Summing over the modes counts the elements of $S$:

$$\sum_{p}c_pa_p\,c_Sv=|S|\,c_Sv .$$

```lean
/-- If all annihilators kill `v`, the total number operator multiplies the Fock state `c_S v`
by the number of modes in `S`. -/
theorem totalNumber_fockState (h : IsFermionic a c) (hvac : ∀ p, a p v = 0)
    (S : Finset (Fin M)) :
    ∑ p, c p (a p (fockState c v S)) = (S.card : ℂ) • fockState c v S := by
  simp only [number_fockState h hvac, Finset.sum_ite_mem, Finset.univ_inter,
    Finset.sum_const, Nat.cast_smul_eq_nsmul]
```

For $v\neq0$, the Fock state $c_Sv$ thus contains exactly $|S|$ particles in the $M$ modes. The cardinality appears in Lean as a complex scalar, `(S.card : ℂ)`.

## Orthogonality of different occupations

Let $S\neq T$. Some mode $q$ lies in exactly one of the two sets. If $q\in S$ and $q\notin T$,

$$\langle c_Sv,c_Tv\rangle=\langle n_qc_Sv,c_Tv\rangle=\langle c_Sv,n_qc_Tv\rangle=0 .$$

If $q\in T$ and $q\notin S$, the same chain read from the other end gives zero again. Together with the normalisation, this yields

$$\langle c_Sv,c_Tv\rangle=\delta_{ST}\qquad\text{for all }S,T\subseteq\{0,\dots,M-1\}.$$

```lean
/-- If all annihilators of `M` fermionic modes kill the unit vector `v`, the Fock states
`c_S v`, with `S` running over all subsets of the modes, are orthonormal. -/
theorem orthonormal_fockState (h : IsFermionic a c) (hvac : ∀ p, a p v = 0) (hv : ‖v‖ = 1) :
    Orthonormal ℂ (fockState c v) := by
  refine ⟨fun S => norm_createAll h hvac hv _ (Finset.sort_nodup _ _), ?_⟩
  intro S T hST
  change ⟪fockState c v S, fockState c v T⟫_ℂ = 0
  -- some mode is occupied in exactly one of the two states
  obtain ⟨q, hq⟩ : ∃ q, ¬(q ∈ S ↔ q ∈ T) :=
    not_forall.mp fun hcon => hST (Finset.ext hcon)
  have hs := h.number_symm q (fockState c v S) (fockState c v T)
  rw [number_fockState h hvac, number_fockState h hvac] at hs
  by_cases hS : q ∈ S
  · have hT : q ∉ T := fun hT => hq ⟨fun _ => hT, fun _ => hS⟩
    rw [if_pos hS, if_neg hT, inner_zero_right] at hs
    exact hs
  · have hT : q ∈ T :=
      by_contra fun hT => hq ⟨fun x => absurd x hS, fun x => absurd x hT⟩
    rw [if_neg hS, if_pos hT, inner_zero_left] at hs
    exact hs.symm
```

`Orthonormal ℂ (fockState c v)` says that the family indexed by all finite sets of modes has unit norms and vanishing overlaps between different indices. The first part is `norm_createAll`, applied to a sorted list, which has no repetitions. For the second, `obtain` picks the distinguishing mode `q`, and `hs` is the symmetry of $n_q$ between the two states. Inserting the occupation numbers turns one side of `hs` into the overlap and the other into zero.

For $M=0$ the only subset is the empty one, and the theorem says no more than that $v$ is a unit vector.

In configuration-interaction calculations with finitely many orthonormal spin orbitals, this is the property that makes the overlap matrix between determinants the identity. The theorem does not say that the Fock states span $E$, which may hold further degrees of freedom, and no Hamiltonian enters it.

The adjoint relation does real work here. On $\mathbb C^2$ with orthonormal basis $|0\rangle,|1\rangle$, take one mode with

$$a=\begin{pmatrix}0&1\\0&0\end{pmatrix},\qquad c=\begin{pmatrix}1&-1\\1&-1\end{pmatrix},\qquad v=|0\rangle .$$

Then $a^2=c^2=0$, $ac+ca=1$ and $av=0$, so every algebraic relation holds, but $c$ is not the adjoint of $a$. The state $cv=|0\rangle+|1\rangle$ has norm $\sqrt2$ and overlap $1$ with $v$.

## Room for $2^M$ states

Orthonormal vectors are linearly independent, and $M$ modes have $2^M$ subsets. If $E$ is finite-dimensional, then

$$2^M\le\dim E .$$

```lean
/-- A finite-dimensional space that carries `M` fermionic modes and a unit vector killed by all
annihilators has dimension at least `2 ^ M`. -/
theorem two_pow_le_finrank [FiniteDimensional ℂ E] (h : IsFermionic a c)
    (hvac : ∀ p, a p v = 0) (hv : ‖v‖ = 1) : 2 ^ M ≤ Module.finrank ℂ E := by
  have h1 := (orthonormal_fockState h hvac hv).linearIndependent.fintype_card_le_finrank
  simpa [Fintype.card_finset] using h1
```

This is the exponential growth met in exact diagonalisation: a finite-dimensional state space that carries $M$ fermionic modes and a vacuum has at least this dimension, before any restriction to a sector of fixed particle number.

## Two modes on $\mathbb C^4$

A concrete model shows that the assumptions are consistent. Label the basis of $\mathbb C^4$ by occupations $|n_0n_1\rangle$, in the order $|00\rangle,|01\rangle,|10\rangle,|11\rangle$, and write $x=(x_0,x_1,x_2,x_3)$ for the components of a vector. The annihilators are

$$a_0x=(x_2,x_3,0,0),\qquad a_1x=(x_1,0,-x_3,0).$$

```lean
/-- Annihilators of two modes on `ℂ⁴`, in the basis `|00⟩, |01⟩, |10⟩, |11⟩`. -/
def pairAnn : Fin 2 → EuclideanSpace ℂ (Fin 4) →ₗ[ℂ] EuclideanSpace ℂ (Fin 4) :=
  ![{ toFun := fun x => !₂[x 2, x 3, 0, 0]
      map_add' := by intro x y; ext i; fin_cases i <;> simp
      map_smul' := by intro r x; ext i; fin_cases i <;> simp },
    { toFun := fun x => !₂[x 1, 0, -x 3, 0]
      map_add' := by intro x y; ext i; fin_cases i <;> simp [add_comm]
      map_smul' := by intro r x; ext i; fin_cases i <;> simp }]
```

The minus sign in $a_1$ is the Jordan–Wigner sign $(-1)^{n_0}$: it appears when mode $1$ is emptied while mode $0$ is occupied. It is what makes the operators of different modes anticommute.

The creators are the conjugate transposes,

$$c_0x=(0,0,x_0,x_1),\qquad c_1x=(0,x_0,0,-x_2).$$

```lean
/-- Creators of two modes on `ℂ⁴`, in the basis `|00⟩, |01⟩, |10⟩, |11⟩`. -/
def pairCre : Fin 2 → EuclideanSpace ℂ (Fin 4) →ₗ[ℂ] EuclideanSpace ℂ (Fin 4) :=
  ![{ toFun := fun x => !₂[0, 0, x 0, x 1]
      map_add' := by intro x y; ext i; fin_cases i <;> simp
      map_smul' := by intro r x; ext i; fin_cases i <;> simp },
    { toFun := fun x => !₂[0, x 0, 0, -x 2]
      map_add' := by intro x y; ext i; fin_cases i <;> simp [add_comm]
      map_smul' := by intro r x; ext i; fin_cases i <;> simp }]
```

With $v=|00\rangle$ they give $c_0v=|10\rangle$, $c_1v=|01\rangle$ and $c_0c_1v=|11\rangle$, so the Fock states are the four basis vectors and the dimension bound is attained for $M=2$.

What remains is to check the relations component by component. For example,

$$a_0a_1x=(-x_3,0,0,0),\qquad a_1a_0x=(x_3,0,0,0),$$

and the sum vanishes. Likewise $a_1c_1x=(x_0,0,x_2,0)$ and $c_1a_1x=(0,x_1,0,x_3)$ add up to $x$. The vector $|00\rangle=(1,0,0,0)$ has norm one, and both annihilators send it to zero.

```lean
/-- The two explicit modes on `ℂ⁴` are fermionic, and the first basis vector is a unit vector
killed by both annihilators. -/
theorem isFermionic_witness :
    IsFermionic pairAnn pairCre ∧ ‖(!₂[1, 0, 0, 0] : EuclideanSpace ℂ (Fin 4))‖ = 1 ∧
      ∀ p, pairAnn p !₂[1, 0, 0, 0] = 0 := by
  refine ⟨⟨?_, ?_, ?_⟩, ?_, ?_⟩
  · intro p q x
    ext i
    fin_cases p <;> fin_cases q <;> fin_cases i <;> simp [pairAnn]
  · intro p q x
    ext i
    fin_cases p <;> fin_cases q <;> fin_cases i <;> simp [pairAnn, pairCre]
  · intro p x y
    fin_cases p <;> simp [pairAnn, pairCre, PiLp.inner_apply, Fin.sum_univ_four]
  · simp [EuclideanSpace.norm_eq, Fin.sum_univ_four]
  · intro p
    ext i
    fin_cases p <;> fin_cases i <;> simp [pairAnn]

end

end FockStates
```

The calls to `fin_cases` run through the modes and, where vectors are compared, through the components, and `simp` evaluates each case. For the adjoint relation, the inner product on $\mathbb C^4$ is expanded into its four terms.

```lean
#print axioms FockStates.totalNumber_fockState
-- 'FockStates.totalNumber_fockState' depends on axioms: [propext, Classical.choice, Quot.sound]
#print axioms FockStates.orthonormal_fockState
-- 'FockStates.orthonormal_fockState' depends on axioms: [propext, Classical.choice, Quot.sound]
#print axioms FockStates.two_pow_le_finrank
-- 'FockStates.two_pow_le_finrank' depends on axioms: [propext, Classical.choice, Quot.sound]
```
